# In the Tietz atom, n and l enter the Langer-corrected Bohr-Sommerfeld condition at zero energy only through n + l

## Potential, wave number and action

In atomic units, an electron at radius $r$ in the Tietz approximation to the neutral Thomas-Fermi atom has potential energy

$$V(r)=-\frac{Z}{r(1+r/R)^2},$$

with $Z$ the nuclear charge and $R$ a screening length.

```lean
import Mathlib

open Real Set

namespace TietzAtom

noncomputable section

/-- The Tietz form of the Thomas-Fermi potential energy of an electron, for `R ≠ 0`, `r ≠ 0`
and `r ≠ -R`. -/
def potential (Z R r : ℝ) : ℝ := -Z / (r * (1 + r / R) ^ 2)
```

At zero energy the squared radial wave number is $k^2=-2V-(l+\tfrac12)^2/r^2$, where Langer's $(l+\tfrac12)^2$ replaces $l(l+1)$.

```lean
/-- The squared radial wave number at zero energy, with centrifugal term `(l + 1/2)² / r²`,
for `R ≠ 0`, `r ≠ 0` and `r ≠ -R`. -/
def kSq (Z R : ℝ) (l : ℕ) (r : ℝ) : ℝ :=
  -2 * potential Z R r - ((l : ℝ) + 1 / 2) ^ 2 / r ^ 2
```

The turning points are $p,q=R\,(m\mp\sqrt{m^2-1})$ with $m=4ZR/(2l+1)^2-1$. In the code, $m$, $p$ and $q$ are `mid`, `inner` and `outer`.

```lean
/-- The mean of the two turning points in units of `R`, for `R > 0` and `(2l+1)² < 2ZR`. -/
def mid (Z R : ℝ) (l : ℕ) : ℝ := 4 * Z * R / (2 * (l : ℝ) + 1) ^ 2 - 1

/-- The inner turning point, for `R > 0` and `(2l+1)² < 2ZR`. -/
def inner (Z R : ℝ) (l : ℕ) : ℝ := R * (mid Z R l - √(mid Z R l ^ 2 - 1))

/-- The outer turning point, for `R > 0` and `(2l+1)² < 2ZR`. -/
def outer (Z R : ℝ) (l : ℕ) : ℝ := R * (mid Z R l + √(mid Z R l ^ 2 - 1))
```

The action is $\int_p^q k\,dr$.

```lean
/-- The zero-energy radial action, for `R > 0` and `(2l+1)² < 2ZR`: the wave number integrated
between the turning points. -/
def action (Z R : ℝ) (l : ℕ) : ℝ :=
  ∫ r in (inner Z R l)..(outer Z R l), √(kSq Z R l r)
```

An orbital with principal quantum number $n$ has $n-l-1$ radial nodes, so Bohr-Sommerfeld quantisation requires the action $\pi(n-l-\tfrac12)$. `AtThreshold` says that this holds at zero energy. `Supports` says that the zero-energy action is at least this large; since lowering the energy reduces the action, it stands for a semiclassical level at or below zero. Both definitions also require the turning points to exist.

```lean
/-- For `R > 0` and `n > l`, the orbital `(n, l)` lies at zero energy: the turning points exist and
the action has the Bohr-Sommerfeld value `π (n - l - 1/2)`. -/
def AtThreshold (Z R : ℝ) (n l : ℕ) : Prop :=
  (2 * (l : ℝ) + 1) ^ 2 < 2 * Z * R ∧ action Z R l = π * (n - l - 1 / 2)

/-- For `R > 0` and `n > l`, the atom supports the orbital `(n, l)`: the turning points exist and
the zero-energy action is at least the Bohr-Sommerfeld value `π (n - l - 1/2)`. -/
def Supports (Z R : ℝ) (n l : ℕ) : Prop :=
  (2 * (l : ℝ) + 1) ^ 2 < 2 * Z * R ∧ π * (n - l - 1 / 2) ≤ action Z R l
```

The potential is fixed, not self-consistent, and nothing is stated about exact eigenvalues of the Schrödinger equation.

## κ²ab = (a+b)²: the constant that fits the integral

Write $p=a^2$ and $q=b^2$ with $0<a<b$. Up to a factor $l+\tfrac12$, and with $R=ab$, the action is the integral of $w/(r(r+ab))$, where $w=\sqrt{(r-a^2)(b^2-r)}$. Physically, $\kappa=2\sqrt{2ZR}/(2l+1)$ compares the strength of the attraction with the angular momentum. Take

$$g_1=\frac{(a+b)(r-ab)}{(b-a)(r+ab)},\qquad g_2=\frac{r-ab}{(b-a)\sqrt r}.$$

Expanding gives

$$1-g_1^2=\frac{4ab\,w^2}{(b-a)^2(r+ab)^2},\qquad 1-g_2^2=\frac{w^2}{(b-a)^2r},$$

and differentiating gives

$$g_1'=\frac{2ab(a+b)}{(b-a)(r+ab)^2},\qquad g_2'=\frac{r+ab}{2(b-a)r\sqrt r}.$$

Dividing each derivative by the matching root, and using $\kappa=(a+b)/\sqrt{ab}$,

$$\frac{d}{dr}\left(\kappa\arcsin g_1-2\arcsin g_2\right)=\frac{(a+b)^2}{(r+ab)w}-\frac{r+ab}{rw}=\frac{(a+b)^2r-(r+ab)^2}{r(r+ab)w}=\frac{w}{r(r+ab)},$$

because the last numerator is $w^2$. Both $g_1$ and $g_2$ run from $-1$ to $1$, so the integral is $\pi(\kappa-2)$. The integrand does not contain $\kappa$, so any other positive $\kappa$ would make this value wrong.

The first lemma is the chain rule for the arcsine, with the root $s=\sqrt{1-g^2}$ supplied explicitly.

```lean
/-- Chain rule for the arcsine of `g`, where `1 - g² = s²` with `s > 0` at the given point. -/
theorem hasDerivAt_arcsin_comp {g : ℝ → ℝ} {g' s x : ℝ} (hg : HasDerivAt g g' x)
    (hs : 0 < s) (h : 1 - g x ^ 2 = s ^ 2) :
    HasDerivAt (fun y => arcsin (g y)) (g' / s) x := by
  have h1 : g x ≠ -1 := by
    intro e
    rw [e] at h
    nlinarith [pow_pos hs 2]
  have h2 : g x ≠ 1 := by
    intro e
    rw [e] at h
    nlinarith [pow_pos hs 2]
  have h3 := (Real.hasDerivAt_arcsin h1 h2).comp x hg
  rw [h, Real.sqrt_sq hs.le] at h3
  exact h3.congr_deriv (by ring)
```

In the second, `d1` and `d2` are $g_1'$ and $g_2'$, `h1` and `h2` differentiate the arcsines, and `k` is the identity for $w^2$. The arcsine is not differentiable at $\pm1$, so the fundamental theorem of calculus is applied in the form that needs continuity on the closed interval (`hcont`) and a derivative only inside it (`hder`). The endpoint values are `e1` to `e4`.

```lean
/-- For `0 < a < b` and `κ > 0` with `κ² a b = (a + b)²`, the integral of
`√((r - a²)(b² - r)) / (r (r + a b))` from `a²` to `b²` is `π (κ - 2)`. -/
theorem integral_factorised {a b κ : ℝ} (ha : 0 < a) (hab : a < b) (hκ : 0 < κ)
    (hκ2 : κ ^ 2 * (a * b) = (a + b) ^ 2) :
    ∫ r in (a ^ 2)..(b ^ 2), √((r - a ^ 2) * (b ^ 2 - r)) / (r * (r + a * b))
      = π * (κ - 2) := by
  have hb : 0 < b := ha.trans hab
  have hd : 0 < b - a := sub_pos.2 hab
  have hle : a ^ 2 ≤ b ^ 2 := by nlinarith
  have hpos : ∀ r ∈ Icc (a ^ 2) (b ^ 2), 0 < r := fun r hr => (pow_pos ha 2).trans_le hr.1
  have hc1 : ContinuousOn (fun r : ℝ => (a + b) * (r - a * b) / ((b - a) * (r + a * b)))
      (Icc (a ^ 2) (b ^ 2)) := by
    intro r hr
    have hr0 := hpos r hr
    have h0 : (b - a) * (r + a * b) ≠ 0 := by positivity
    apply ContinuousAt.continuousWithinAt
    fun_prop (disch := assumption)
  have hc2 : ContinuousOn (fun r : ℝ => (r - a * b) / ((b - a) * √r))
      (Icc (a ^ 2) (b ^ 2)) := by
    intro r hr
    have hr0 := Real.sqrt_pos.2 (hpos r hr)
    have h0 : (b - a) * √r ≠ 0 := (mul_pos hd hr0).ne'
    apply ContinuousAt.continuousWithinAt
    fun_prop (disch := assumption)
  have hcont : ContinuousOn (fun r : ℝ =>
      κ * arcsin ((a + b) * (r - a * b) / ((b - a) * (r + a * b)))
        - 2 * arcsin ((r - a * b) / ((b - a) * √r))) (Icc (a ^ 2) (b ^ 2)) :=
    (continuousOn_const.mul (Real.continuous_arcsin.comp_continuousOn hc1)).sub
      (continuousOn_const.mul (Real.continuous_arcsin.comp_continuousOn hc2))
  have hint : IntervalIntegrable (fun r => √((r - a ^ 2) * (b ^ 2 - r)) / (r * (r + a * b)))
      MeasureTheory.volume (a ^ 2) (b ^ 2) := by
    apply ContinuousOn.intervalIntegrable
    rw [uIcc_of_le hle]
    intro r hr
    have hr0 := hpos r hr
    have h0 : r * (r + a * b) ≠ 0 := by positivity
    apply ContinuousAt.continuousWithinAt
    fun_prop (disch := assumption)
  -- the integrand is the derivative of a linear combination of two arcsines
  have hder : ∀ r ∈ Ioo (a ^ 2) (b ^ 2), HasDerivAt (fun r : ℝ =>
      κ * arcsin ((a + b) * (r - a * b) / ((b - a) * (r + a * b)))
        - 2 * arcsin ((r - a * b) / ((b - a) * √r)))
      (√((r - a ^ 2) * (b ^ 2 - r)) / (r * (r + a * b))) r := by
    intro r hr
    have hr0 : 0 < r := hpos r ⟨hr.1.le, hr.2.le⟩
    have hp : 0 < (r - a ^ 2) * (b ^ 2 - r) := mul_pos (sub_pos.2 hr.1) (sub_pos.2 hr.2)
    have hw := Real.sqrt_pos.2 hp
    have hw2 := Real.sq_sqrt hp.le
    generalize √((r - a ^ 2) * (b ^ 2 - r)) = w at hw hw2 ⊢
    have hs := Real.sqrt_pos.2 hr0
    have hs2 := Real.sq_sqrt hr0.le
    have hn : 0 < (b - a) * (r + a * b) := by positivity
    have d1 : HasDerivAt (fun r : ℝ => (a + b) * (r - a * b) / ((b - a) * (r + a * b)))
        (2 * a * b * (a + b) / ((b - a) * (r + a * b) ^ 2)) r := by
      refine ((((hasDerivAt_id' r).sub_const (a * b)).const_mul (a + b)).fun_div
        (((hasDerivAt_id' r).add_const (a * b)).const_mul (b - a)) hn.ne').congr_deriv ?_
      field
    have d2 : HasDerivAt (fun r : ℝ => (r - a * b) / ((b - a) * √r))
        ((r + a * b) / (2 * (b - a) * r * √r)) r := by
      refine (((hasDerivAt_id' r).sub_const (a * b)).fun_div
        ((Real.hasDerivAt_sqrt hr0.ne').const_mul (b - a)) (mul_pos hd hs).ne').congr_deriv ?_
      calc _ = (2 * √r ^ 2 - (r - a * b)) / (2 * (b - a) * √r ^ 2 * √r) := by field
        _ = _ := by
          rw [hs2]
          ring
    have h1 := hasDerivAt_arcsin_comp d1
      (s := 2 * (a + b) * w / (κ * ((b - a) * (r + a * b)))) (by positivity) (by
        have e : (2 * (a + b) * w / (κ * ((b - a) * (r + a * b)))) ^ 2
            = 4 * ((a + b) ^ 2 / κ ^ 2) * w ^ 2 / ((b - a) * (r + a * b)) ^ 2 := by field
        have e' : (a + b) ^ 2 / κ ^ 2 = a * b := by
          rw [← hκ2]
          field
        rw [e, e', hw2]
        field)
    have h2 := hasDerivAt_arcsin_comp d2 (s := w / ((b - a) * √r)) (by positivity) (by
      show 1 - ((r - a * b) / ((b - a) * √r)) ^ 2 = (w / ((b - a) * √r)) ^ 2
      rw [div_pow, div_pow, mul_pow, hs2, hw2]
      field)
    refine ((h1.const_mul κ).fun_sub (h2.const_mul 2)).congr_deriv ?_
    have k : κ ^ 2 * (a * b) * r - (r + a * b) ^ 2 = w ^ 2 := by
      rw [hκ2, hw2]
      ring
    calc _ = (κ ^ 2 * (a * b) * r - (r + a * b) ^ 2) / (r * (r + a * b) * w) := by field
      _ = w / (r * (r + a * b)) := by
        rw [k]
        field
  -- both arcsines run from -π/2 to π/2
  have e1 : (a + b) * (a ^ 2 - a * b) / ((b - a) * (a ^ 2 + a * b)) = -1 := by field
  have e2 : (a + b) * (b ^ 2 - a * b) / ((b - a) * (b ^ 2 + a * b)) = 1 := by field
  have e3 : (a ^ 2 - a * b) / ((b - a) * a) = -1 := by field
  have e4 : (b ^ 2 - a * b) / ((b - a) * b) = 1 := by field
  rw [intervalIntegral.integral_eq_sub_of_hasDerivAt_of_le hle hcont hder hint]
  simp only [Real.sqrt_sq ha.le, Real.sqrt_sq hb.le, e1, e2, e3, e4, arcsin_one,
    arcsin_neg_one]
  ring
```

## (2l+1)² < 2ZR: a classically allowed region

Over a common denominator,

$$k^2=\frac{2ZR^2r-(l+\frac12)^2(r+R)^2}{r^2(r+R)^2}.$$

Since $(r+R)^2\ge4rR$, this is positive somewhere on $r>0$ exactly when $2ZR>(2l+1)^2$: the attraction must beat the centrifugal barrier. Then $m>1$, and the formulas for $p$ and $q$ give $0<p<q$ with

$$pq=R^2,\qquad (2l+1)^2(p+q+2R)=8ZR^2.$$

The proof first derives $m>1$ (`ht`), then obtains these relations from the square of the root (`hE2`) and the definition of $m$ (`hm`).

```lean
/-- For `R > 0` and `(2l+1)² < 2ZR` the turning points `p < q` are positive, their geometric
mean is `R`, and `(2l+1)² (p + q + 2R) = 8ZR²`. -/
theorem turning_points_spec {Z R : ℝ} {l : ℕ} (hR : 0 < R)
    (h : (2 * (l : ℝ) + 1) ^ 2 < 2 * Z * R) :
    0 < inner Z R l ∧ inner Z R l < outer Z R l ∧ inner Z R l * outer Z R l = R ^ 2 ∧
      (2 * (l : ℝ) + 1) ^ 2 * (inner Z R l + outer Z R l + 2 * R) = 8 * Z * R ^ 2 := by
  have hN : 0 < 2 * (l : ℝ) + 1 := by positivity
  have hm : (2 * (l : ℝ) + 1) ^ 2 * (mid Z R l + 1) = 4 * Z * R := by
    unfold mid
    field
  have ht : 1 < mid Z R l := by
    by_contra hc
    nlinarith [mul_nonneg (pow_pos hN 2).le (sub_nonneg.2 (not_lt.1 hc))]
  have hE : 0 < √(mid Z R l ^ 2 - 1) := Real.sqrt_pos.2 (by nlinarith)
  have hE2 : √(mid Z R l ^ 2 - 1) ^ 2 = mid Z R l ^ 2 - 1 := Real.sq_sqrt (by nlinarith)
  have hlt : √(mid Z R l ^ 2 - 1) < mid Z R l :=
    (Real.sqrt_lt' (by linarith)).2 (by linarith)
  unfold inner outer
  exact ⟨mul_pos hR (by linarith), mul_lt_mul_of_pos_left (by linarith) hR,
    by linear_combination (-R ^ 2) * hE2, by linear_combination 2 * R * hm⟩
```

Comparing coefficients turns the numerator of $k^2$ into $(l+\tfrac12)^2(r-p)(q-r)$, which is `hnum` below.

```lean
/-- For `R, r > 0` and `(2l+1)² < 2ZR` the squared wave number factorises over the two
turning points. -/
theorem kSq_factor {Z R r : ℝ} {l : ℕ} (hR : 0 < R) (hr : 0 < r)
    (h : (2 * (l : ℝ) + 1) ^ 2 < 2 * Z * R) :
    kSq Z R l r = (((l : ℝ) + 1 / 2) / (r * (r + R))) ^ 2 *
      ((r - inner Z R l) * (outer Z R l - r)) := by
  obtain ⟨-, -, hprod, hsum⟩ := turning_points_spec hR h
  have hnum : ((l : ℝ) + 1 / 2) ^ 2 * ((r - inner Z R l) * (outer Z R l - r))
      = 2 * Z * R ^ 2 * r - ((l : ℝ) + 1 / 2) ^ 2 * (r + R) ^ 2 := by
    linear_combination (r / 4) * hsum - ((l : ℝ) + 1 / 2) ^ 2 * hprod
  have hden : 1 + r / R = (r + R) / R := by field
  calc kSq Z R l r = (2 * Z * R ^ 2 * r - ((l : ℝ) + 1 / 2) ^ 2 * (r + R) ^ 2)
        / (r * (r + R)) ^ 2 := by
        rw [kSq, potential, hden]
        field
    _ = _ := by
        rw [← hnum, div_pow]
        ring
```

So $p$ and $q$ are the only positive zeros of $k^2$.

```lean
/-- For `R > 0` and `(2l+1)² < 2ZR` the squared wave number vanishes at a radius `r > 0` exactly
when `r` is one of the two turning points. -/
theorem kSq_eq_zero_iff {Z R r : ℝ} {l : ℕ} (hR : 0 < R) (hr : 0 < r)
    (h : (2 * (l : ℝ) + 1) ^ 2 < 2 * Z * R) :
    kSq Z R l r = 0 ↔ r = inner Z R l ∨ r = outer Z R l := by
  have hL : (((l : ℝ) + 1 / 2) / (r * (r + R))) ^ 2 ≠ 0 := by positivity
  rw [kSq_factor hR hr h, mul_eq_zero, or_iff_right hL, mul_eq_zero]
  exact or_congr sub_eq_zero (sub_eq_zero.trans eq_comm)
```

At equality, $2ZR=(2l+1)^2$, the turning points merge at $r=R$, and the action and the closed formula $\pi(\sqrt{2ZR}-2l-1)$ both vanish. For $0<2ZR<(2l+1)^2$ the formula is negative, while Lean's square root of a negative number is $0$, which makes `inner` and `outer` coincide and `action` zero.

## R > 0: a screening length

With $R>0$, the previous condition forces $Z>0$, so the charge needs no hypothesis of its own. By hand, positivity gives $\sqrt{pq}=R$ and allows $l+\tfrac12$ and $r(r+R)$ to leave the square root with the right sign. Then $(a+b)^2=p+q+2R=8ZR^2/(2l+1)^2$, so $\kappa=2\sqrt{2ZR}/(2l+1)$ and

$$\int_p^q k\,dr=(l+\tfrac12)\,\pi(\kappa-2)=\pi\left(\sqrt{2ZR}-2l-1\right).$$

In the proof, `hcongr` takes out the prefactor, `hab` is $\sqrt{pq}=R$, `hκ` verifies the relation for $\kappa$, and `key` is the integral already found.

```lean
/-- For `R > 0` and `(2l+1)² < 2ZR` the zero-energy radial action of the Tietz atom is
`π (√(2ZR) - 2l - 1)`. -/
theorem action_eq {Z R : ℝ} {l : ℕ} (hR : 0 < R)
    (h : (2 * (l : ℝ) + 1) ^ 2 < 2 * Z * R) :
    action Z R l = π * (√(2 * Z * R) - 2 * l - 1) := by
  obtain ⟨hp, hpq, hprod, hsum⟩ := turning_points_spec hR h
  have hN : 0 < 2 * (l : ℝ) + 1 := by positivity
  have hZR : 0 < 2 * Z * R := (sq_nonneg _).trans_lt h
  have hS : 0 < √(2 * Z * R) := Real.sqrt_pos.2 hZR
  have hcongr : action Z R l = ∫ r in (inner Z R l)..(outer Z R l), ((l : ℝ) + 1 / 2) *
      (√((r - inner Z R l) * (outer Z R l - r)) / (r * (r + R))) := by
    apply intervalIntegral.integral_congr
    intro r hr
    rw [uIcc_of_le hpq.le] at hr
    have hr0 : 0 < r := lt_of_lt_of_le hp hr.1
    beta_reduce
    rw [kSq_factor hR hr0 h, Real.sqrt_mul (sq_nonneg _), Real.sqrt_sq (by positivity)]
    ring
  have hq := hp.trans hpq
  have hab : √(inner Z R l) * √(outer Z R l) = R := by
    rw [← Real.sqrt_mul hp.le, hprod, Real.sqrt_sq hR.le]
  have hκ : (2 * √(2 * Z * R) / (2 * (l : ℝ) + 1)) ^ 2 * (√(inner Z R l) * √(outer Z R l))
      = (√(inner Z R l) + √(outer Z R l)) ^ 2 := by
    have e : (√(inner Z R l) + √(outer Z R l)) ^ 2 = inner Z R l + outer Z R l + 2 * R := by
      linear_combination Real.sq_sqrt hp.le + Real.sq_sqrt hq.le + 2 * hab
    rw [hab, e, div_pow, mul_pow, Real.sq_sqrt hZR.le, div_mul_eq_mul_div,
      div_eq_iff (by positivity)]
    linear_combination -hsum
  have key := integral_factorised (Real.sqrt_pos.2 hp) (Real.sqrt_lt_sqrt hp.le hpq)
    (by positivity) hκ
  rw [Real.sq_sqrt hp.le, Real.sq_sqrt hq.le, hab] at key
  rw [hcongr, intervalIntegral.integral_const_mul, key]
  generalize √(2 * Z * R) = S
  field
```

If $Z$ and $R$ were both negative, $2ZR$ could still exceed $(2l+1)^2$. The interval would be reflected to negative $r$ and traversed backwards, and the action would change sign.

## n > l: a non-negative number of radial nodes

Setting $\pi(\sqrt{2ZR}-2l-1)=\pi(n-l-\tfrac12)$ gives $\sqrt{2ZR}=n+l+\tfrac12$. Conversely, this equation with $n\ge l+1$ gives $\sqrt{2ZR}\ge2l+\tfrac32>2l+1$, so the turning points exist. That converse is the only place where $n>l$ enters. For $n\le l$ the equation would put $\sqrt{2ZR}$ below $2l+1$, where there are none.

```lean
/-- For `R > 0` and `n > l` the orbital `(n, l)` lies at zero energy exactly when
`√(2ZR) = n + l + 1/2`. -/
theorem atThreshold_iff {Z R : ℝ} {n l : ℕ} (hR : 0 < R) (hln : l < n) :
    AtThreshold Z R n l ↔ √(2 * Z * R) = n + l + 1 / 2 := by
  have hc : (l : ℝ) + 1 ≤ n := by exact_mod_cast hln
  constructor
  · rintro ⟨h, ha⟩
    rw [action_eq hR h] at ha
    linarith [mul_left_cancel₀ Real.pi_ne_zero ha]
  · intro hs
    have h : (2 * (l : ℝ) + 1) ^ 2 < 2 * Z * R := by
      rw [← Real.lt_sqrt (by positivity), hs]
      linarith
    exact ⟨h, by rw [action_eq hR h, hs]; ring⟩
```

The same argument with $\le$ gives the criterion for a supported orbital.

```lean
/-- For `R > 0` and `n > l` the atom supports the orbital `(n, l)` exactly when
`n + l + 1/2 ≤ √(2ZR)`. -/
theorem supports_iff {Z R : ℝ} {n l : ℕ} (hR : 0 < R) (hln : l < n) :
    Supports Z R n l ↔ (n : ℝ) + l + 1 / 2 ≤ √(2 * Z * R) := by
  have hc : (l : ℝ) + 1 ≤ n := by exact_mod_cast hln
  constructor
  · rintro ⟨h, ha⟩
    rw [action_eq hR h] at ha
    linarith [le_of_mul_le_mul_left ha Real.pi_pos]
  · intro hs
    have h : (2 * (l : ℝ) + 1) ^ 2 < 2 * Z * R := by
      rw [← Real.lt_sqrt (by positivity)]
      linarith
    refine ⟨h, ?_⟩
    rw [action_eq hR h]
    exact mul_le_mul_of_nonneg_left (by linarith) Real.pi_pos.le
```

An orbital with equal or smaller $n+l$ therefore meets the criterion as well.

```lean
/-- The `n + l` rule: for `R > 0`, an atom that supports the orbital `(n, l)` supports every
orbital `(n', l')` with `n' + l' ≤ n + l`, where `n > l` and `n' > l'`. -/
theorem filling_order {Z R : ℝ} {n l n' l' : ℕ} (hR : 0 < R) (hln : l < n)
    (hln' : l' < n') (hsum : n' + l' ≤ n + l) (h : Supports Z R n l) :
    Supports Z R n' l' := by
  have hc : (n' : ℝ) + l' ≤ n + l := by exact_mod_cast hsum
  rw [supports_iff hR hln] at h
  rw [supports_iff hR hln']
  linarith

end

end TietzAtom
```

```lean
#print axioms TietzAtom.kSq_eq_zero_iff
#print axioms TietzAtom.action_eq
#print axioms TietzAtom.atThreshold_iff
#print axioms TietzAtom.filling_order
```

```
'TietzAtom.kSq_eq_zero_iff' depends on axioms: [propext, Classical.choice, Quot.sound]
'TietzAtom.action_eq' depends on axioms: [propext, Classical.choice, Quot.sound]
'TietzAtom.atThreshold_iff' depends on axioms: [propext, Classical.choice, Quot.sound]
'TietzAtom.filling_order' depends on axioms: [propext, Classical.choice, Quot.sound]
```

In this independent-electron model, orbitals become available in order of $n+l$ as $ZR$ grows. Those with equal $n+l$ arrive together, so the Madelung preference for smaller $n$ among them does not follow. This is the order in which levels reach zero energy, and `filling_order` says nothing about the order of energies among levels already bound: at fixed $R$ and large $Z$ the inner levels are nearly hydrogenic, and 3d lies below 4s.

The smallest case is 1s, with $n=1$ and $l=0$. It reaches threshold at $\sqrt{2ZR}=\tfrac32$, that is $ZR=\tfrac98$, with action $\pi/2$.

For the zero-energy action in this potential, one square root replaces a radial quadrature for each $l$. With the illustrative values $Z=20$ and $R=0.6$, $\sqrt{2ZR}=\sqrt{24}\approx4.90$, so orbitals with $n+l\le4$ are supported: 1s, 2s, 2p, 3s, 3p and 4s. The 3d orbital would need $5.5$.
